# In a finite closed spin cluster, the infinite-temperature autocorrelation of a nonzero Hermitian observable keeps a positive mean square at long times

Q: A signal that persists at long times could be judged by its late values, by its recurrences or by some average. Which one did you formalise?

A: The average of the squared signal. With $\hbar=1$, the signal is
$$C(t)=\operatorname{tr}\!\left(F e^{-iHt} F e^{iHt}\right),$$
where $H$ is the time-independent Hamiltonian and $F$ the observable, both Hermitian $n\times n$ matrices. The theorem says that for $F\neq 0$ the average of $C(t)^2$ over $[0,T]$ converges as $T\to\infty$, and that its limit $L$ satisfies
$$L>0,\qquad L\ \ge\ \frac{\operatorname{tr}(F^2)^2}{n^2-n+1}.$$
I square because the average of $C$ itself can vanish for a signal that oscillates forever, such as $2\cos t$.

In Lean 4 with Mathlib:

```lean
import Mathlib

open Matrix Filter Topology
open scoped ComplexOrder

namespace FiniteClusterRelaxation

noncomputable section

variable {n : Type*} [Fintype n] [DecidableEq n] {H F U : Matrix n n ℂ} {E : n → ℝ}
```

Q: Is the propagator a real exponential, or have you put in the phases by hand?

A: It is the matrix exponential. The index type `n` in the code is any finite set of basis states. In the formulas $n$ is their number, which is $2^N$ for a cluster of $N$ spins 1/2.

```lean
/-- The propagator `exp(-iHt)` of a closed spin cluster with Hamiltonian `H`. -/
def evolution (H : Matrix n n ℂ) (t : ℝ) : Matrix n n ℂ :=
  NormedSpace.exp ((-(Complex.I * (t : ℂ))) • H)
```

For any Hermitian $F$ this signal is the infinite-temperature autocorrelation, without normalisation. If $F$ is traceless, it can also be read as an experiment: $F$ is, up to a factor, the initial deviation of the density matrix from the maximally mixed state, which evolves until $F$ is measured.

```lean
/-- The signal `C(t) = tr(F exp(-iHt) F exp(iHt))`. -/
def correlation (H F : Matrix n n ℂ) (t : ℝ) : ℂ :=
  trace (F * evolution H t * F * evolution H (-t))
```

The time average is an ordinary integral divided by $T$.

```lean
/-- The average of a signal `f` over the time window `[0, T]`, for `T ≠ 0`. -/
def timeAverage (f : ℝ → ℝ) (T : ℝ) : ℝ := (∫ t in (0 : ℝ)..T, f t) / T
```

For levels $E_j$ and a pair $p=(j,k)$, the Bohr frequency is $\nu_p=E_j-E_k$.

```lean
/-- The Bohr frequency of a pair of levels. -/
def bohr (E : n → ℝ) (p : n × n) : ℝ := E p.1 - E p.2
```

The columns of a unitary $U$ will be the eigenvectors of $H$. With $f=U^\dagger F U$, the intensity of the line $p$ is $a_p=|f_{jk}|^2$.

```lean
/-- The intensity of a line: the squared modulus of the matrix element of `F`
between two columns of `U`. -/
def intensity (U F : Matrix n n ℂ) (p : n × n) : ℝ := ‖(star U * F * U) p.1 p.2‖ ^ 2
```

Q: Then show me that these lines really make up the signal.

A: Write $H=U\,\mathrm{diag}(E_j)\,U^\dagger$. Each power of $H$ has the same form, so the exponential series gives $e^{-iHt}=U\,\mathrm{diag}(e^{-iE_jt})\,U^\dagger$. In the code, `Matrix.exp_conj` takes $U$ out of the exponential and `Matrix.exp_diagonal` does the rest.

```lean
/-- In the eigenbasis the propagator multiplies each level by its phase `exp(-iEt)`. -/
theorem evolution_levels (hU : U ∈ unitaryGroup n ℂ)
    (hE : H = U * diagonal (fun j => (E j : ℂ)) * star U) (t : ℝ) :
    evolution H t = U * diagonal (fun j => Complex.exp (-(Complex.I * t * E j))) * star U := by
  have h1 : U * star U = 1 := mem_unitaryGroup_iff.mp hU
  have hinv : U⁻¹ = star U := inv_eq_right_inv h1
  have hunit : IsUnit U := ⟨⟨U, star U, h1, mem_unitaryGroup_iff'.mp hU⟩, rfl⟩
  have hd : (-(Complex.I * (t : ℂ))) • diagonal (fun j => (E j : ℂ)) =
      diagonal (fun j => -(Complex.I * t * E j)) := by
    rw [← diagonal_smul]
    congr 1
    ext j
    simp only [Pi.smul_apply, smul_eq_mul]
    ring
  have he : NormedSpace.exp (fun j => -(Complex.I * t * E j)) =
      fun j => Complex.exp (-(Complex.I * t * E j)) := by
    ext j
    rw [Complex.exp_eq_exp_ℂ]
    simp
  unfold evolution
  rw [hE, ← Matrix.smul_mul, ← Matrix.mul_smul, hd, ← hinv, Matrix.exp_conj _ _ hunit,
    Matrix.exp_diagonal, he]
```

Now insert this into the trace and move $U^\dagger$ round by cyclicity:
$$C(t)=\sum_{j,k} f_{jk}\,e^{-iE_kt}\,f_{kj}\,e^{iE_jt}=\sum_p a_p\,e^{i\nu_p t}.$$
The last step uses $f_{kj}=\overline{f_{jk}}$, which holds because $F$ is Hermitian. The auxiliary statement `key` is the cyclic move, `hn` turns the product of matrix elements into an intensity, and `he` merges the phases.

```lean
/-- For Hermitian `F` the signal is a sum of lines at the Bohr frequencies, each weighted by
its intensity. -/
theorem correlation_eq_sum (hU : U ∈ unitaryGroup n ℂ)
    (hE : H = U * diagonal (fun j => (E j : ℂ)) * star U) (hF : F.IsHermitian) (t : ℝ) :
    correlation H F t = ∑ p : n × n, (intensity U F p : ℂ) *
      Complex.exp (((bohr E p * t : ℝ) : ℂ) * Complex.I) := by
  have hf : (star U * F * U).IsHermitian := isHermitian_conjTranspose_mul_mul U hF
  -- move both factors `F` to the eigenbasis by cyclicity of the trace
  have key (A B : Matrix n n ℂ) : trace (F * (U * A * star U) * F * (U * B * star U)) =
      trace ((star U * F * U) * A * (star U * F * U) * B) := by
    calc _ = trace ((F * (U * A * star U) * F * (U * B)) * star U) := by
          simp only [Matrix.mul_assoc]
      _ = _ := by rw [trace_mul_comm]; simp only [Matrix.mul_assoc]
  unfold correlation
  rw [evolution_levels hU hE, evolution_levels hU hE, key, Fintype.sum_prod_type]
  simp only [intensity, bohr]
  generalize star U * F * U = f at hf
  simp only [Matrix.trace, diag_apply]
  refine Finset.sum_congr rfl fun j _ => ?_
  rw [mul_diagonal, Matrix.mul_apply, Finset.sum_mul]
  refine Finset.sum_congr rfl fun k _ => ?_
  have hn : f j k * f k j = ((‖f j k‖ ^ 2 : ℝ) : ℂ) := by
    rw [← hf.apply k j, ← Complex.normSq_eq_norm_sq]
    exact Complex.mul_conj _
  have he : Complex.exp (-(Complex.I * t * E k)) *
      Complex.exp (-(Complex.I * ((-t : ℝ) : ℂ) * E j)) =
      Complex.exp ((((E j - E k) * t : ℝ) : ℂ) * Complex.I) := by
    rw [← Complex.exp_add]
    congr 1
    push_cast
    ring
  rw [mul_diagonal, ← hn, ← he]
  ring
```

Q: The theorem squares `(correlation H F t).re`. Are you throwing away an imaginary part?

A: There is none. Exchanging $j$ and $k$ keeps the intensity and reverses the frequency, so the sine terms cancel. The code reaches the same conclusion without a basis: the adjoint of $e^{-iHt}$ is $e^{iHt}$, so conjugating the trace reverses the order of the factors, and cyclicity restores it.

```lean
/-- For Hermitian `H` and `F` the signal is real. -/
theorem correlation_im (hH : H.IsHermitian) (hF : F.IsHermitian) (t : ℝ) :
    (correlation H F t).im = 0 := by
  have hev (s : ℝ) : (evolution H s)ᴴ = evolution H (-s) := by
    unfold evolution
    rw [← Matrix.exp_conjTranspose, conjTranspose_smul, hH.eq]
    simp
  rw [← Complex.conj_eq_iff_im]
  change star (trace _) = trace _
  rw [← trace_conjTranspose]
  simp only [conjTranspose_mul, hF.eq, hev, neg_neg]
  rw [← Matrix.mul_assoc, ← Matrix.mul_assoc, trace_mul_comm]
  simp only [Matrix.mul_assoc]
```

Q: And the long-time average?

A: For $\nu\neq0$,
$$\frac1T\int_0^T\cos(\nu t)\,dt=\frac{\sin(\nu T)}{\nu T},$$
which is at most $1/(|\nu|T)$ in modulus and tends to zero. For $\nu=0$ the average is 1. The lemma states this with $\nu=a-b$ and squeezes the first case under that same bound.

```lean
/-- The long-time average of `cos((a - b)t)` is one for `a = b` and zero otherwise. -/
theorem average_cos (a b : ℝ) :
    Tendsto (timeAverage fun t => Real.cos ((a - b) * t)) atTop
      (𝓝 (if a = b then 1 else 0)) := by
  by_cases h : a = b
  · rw [if_pos h]
    refine tendsto_const_nhds.congr' ?_
    filter_upwards [eventually_gt_atTop 0] with T hT
    simp [timeAverage, h, hT.ne']
  · rw [if_neg h]
    refine squeeze_zero_norm' (a := fun T => |(a - b)⁻¹| / T) ?_
      (tendsto_const_nhds.div_atTop tendsto_id)
    filter_upwards [eventually_gt_atTop 0] with T hT
    unfold timeAverage
    rw [intervalIntegral.integral_comp_mul_left Real.cos (sub_ne_zero.mpr h), integral_cos,
      mul_zero, Real.sin_zero, sub_zero, smul_eq_mul]
    simp only [Real.norm_eq_abs, abs_div, abs_mul, abs_of_pos hT]
    gcongr
    exact mul_le_of_le_one_right (abs_nonneg _) (Real.abs_sin_le_one _)
```

To use it, note that $C=\sum_p a_p\cos\nu_pt$ and $\sum_p a_p\sin\nu_pt=0$. Adding the square of the vanishing sum costs nothing and lets the addition theorem act:
$$C(t)^2=\sum_{p,q}a_pa_q\left(\cos\nu_pt\cos\nu_qt+\sin\nu_pt\sin\nu_qt\right)=\sum_{p,q}a_pa_q\cos\big((\nu_q-\nu_p)t\big).$$
The sum is finite, so the limit can be taken term by term:
$$L=\sum_{p,q:\ \nu_p=\nu_q}a_pa_q .$$
In the code `hid` is the identity for $C^2$, and `r.1` and `r.2` are $p$ and $q$.

```lean
/-- For Hermitian `H` and `F` the average of `C(t)²` tends to the sum of products of
intensities over all pairs of lines with equal frequency. -/
theorem average_sq (hH : H.IsHermitian) (hF : F.IsHermitian) (hU : U ∈ unitaryGroup n ℂ)
    (hE : H = U * diagonal (fun j => (E j : ℂ)) * star U) :
    Tendsto (timeAverage fun t => (correlation H F t).re ^ 2) atTop
      (𝓝 (∑ r : (n × n) × (n × n), intensity U F r.1 * intensity U F r.2 *
        if bohr E r.2 = bohr E r.1 then 1 else 0)) := by
  have hid (t : ℝ) : (correlation H F t).re ^ 2 = ∑ r : (n × n) × (n × n),
      intensity U F r.1 * intensity U F r.2 * Real.cos ((bohr E r.2 - bohr E r.1) * t) := by
    have hs := correlation_im hH hF t
    rw [correlation_eq_sum hU hE hF, Complex.im_sum] at hs
    rw [correlation_eq_sum hU hE hF, Complex.re_sum]
    simp only [Complex.im_ofReal_mul, Complex.exp_ofReal_mul_I_im] at hs
    simp only [Complex.re_ofReal_mul, Complex.exp_ofReal_mul_I_re]
    refine Eq.trans ?_ (Fintype.sum_prod_type _).symm
    -- add the vanishing square of the sine part, then use the addition theorem
    have hadd (x : ℝ) : x ^ 2 = x * x + (∑ p, intensity U F p * Real.sin (bohr E p * t)) *
        ∑ p, intensity U F p * Real.sin (bohr E p * t) := by
      rw [hs]
      ring
    rw [hadd, Finset.sum_mul_sum, Finset.sum_mul_sum, ← Finset.sum_add_distrib]
    refine Finset.sum_congr rfl fun p _ => ?_
    rw [← Finset.sum_add_distrib]
    refine Finset.sum_congr rfl fun q _ => ?_
    rw [sub_mul, Real.cos_sub]
    ring
  refine Tendsto.congr (fun T => ?_) (tendsto_finsetSum Finset.univ fun r _ =>
    (average_cos (bohr E r.2) (bohr E r.1)).const_mul (intensity U F r.1 * intensity U F r.2))
  unfold timeAverage
  simp only [hid]
  rw [intervalIntegral.integral_finsetSum
    (fun r _ => Continuous.intervalIntegrable (by fun_prop) _ _), Finset.sum_div]
  refine Finset.sum_congr rfl fun r _ => ?_
  rw [intervalIntegral.integral_const_mul, mul_div_assoc]
```

Q: Where could I go wrong here?

A: By writing $L=\sum_p a_p^2$, as if every line had its own frequency. The $n$ diagonal lines all sit at zero, and their intensities must be added before squaring. For $n=2$ and $F=1$ the signal is constantly 2, so $L=4$, while the sum of squared intensities gives 2.

Q: Those shared zeros must be where $n^2-n+1$ comes from.

A: Yes. The $n$ diagonal pairs contribute one frequency and the other $n^2-n$ pairs at most one each, so the number $M$ of distinct frequencies is at most $n^2-n+1$. Let $A_s$ be the total intensity at frequency $s$. Then $L=\sum_sA_s^2$, and Cauchy-Schwarz gives
$$\Big(\sum_p a_p\Big)^2=\Big(\sum_s A_s\Big)^2\le M\sum_s A_s^2\le(n^2-n+1)\,L .$$
In the code the finite set `S` holds zero and the off-diagonal frequencies, and `hcard` bounds its size. The steps `hsum` and `hsq` regroup the two sums by frequency. The lemma holds for any real weights `w`, not only for intensities.

```lean
/-- For real weights `w` on the lines of an `n`-level system, the square of the total weight is at
most `n² - n + 1` times the sum of products of weights over all pairs of lines with equal frequency.
-/
theorem line_bound (E : n → ℝ) (w : n × n → ℝ) :
    (∑ p, w p) ^ 2 ≤ ((Fintype.card n : ℝ) ^ 2 - Fintype.card n + 1) *
      ∑ r : (n × n) × (n × n), w r.1 * w r.2 * if bohr E r.2 = bohr E r.1 then 1 else 0 := by
  let S : Finset ℝ := insert 0 ((Finset.univ : Finset n).offDiag.image (bohr E))
  have hS (p : n × n) : bohr E p ∈ S := by
    by_cases h : p.1 = p.2
    · exact Finset.mem_insert.mpr (Or.inl (by simp [bohr, h]))
    · exact Finset.mem_insert_of_mem (Finset.mem_image_of_mem _ (by simp [h]))
  have hcard : (S.card : ℝ) ≤ (Fintype.card n : ℝ) ^ 2 - Fintype.card n + 1 := by
    have h : S.card ≤ Fintype.card n * Fintype.card n - Fintype.card n + 1 :=
      (Finset.card_insert_le _ _).trans (Nat.add_le_add_right
        (Finset.card_image_le.trans_eq (by rw [Finset.offDiag_card, Finset.card_univ])) 1)
    have h' : (S.card : ℝ) ≤ _ := Nat.cast_le.mpr h
    rw [Nat.cast_add, Nat.cast_sub (Nat.le_mul_self _), Nat.cast_mul, Nat.cast_one] at h'
    linarith [sq (Fintype.card n : ℝ)]
  -- collect the lines by frequency
  have hsum : ∑ s ∈ S, ∑ p, (if bohr E p = s then w p else 0) = ∑ p, w p := by
    rw [Finset.sum_comm]
    refine Finset.sum_congr rfl fun p _ => ?_
    rw [Finset.sum_ite_eq, if_pos (hS p)]
  have hsq : ∑ s ∈ S, (∑ p, (if bohr E p = s then w p else 0)) ^ 2 =
      ∑ r : (n × n) × (n × n), w r.1 * w r.2 * if bohr E r.2 = bohr E r.1 then 1 else 0 := by
    refine Eq.trans ?_ (Fintype.sum_prod_type _).symm
    simp only [sq, Finset.sum_mul_sum]
    rw [Finset.sum_comm]
    refine Finset.sum_congr rfl fun p _ => ?_
    rw [Finset.sum_comm]
    refine Finset.sum_congr rfl fun q _ => ?_
    simp only [ite_mul, zero_mul]
    rw [Finset.sum_ite_eq, if_pos (hS p)]
    simp only [mul_ite, mul_one, mul_zero]
  rw [← hsum, ← hsq]
  exact sq_sum_le_card_mul_sum_sq.trans
    (mul_le_mul_of_nonneg_right hcard (Finset.sum_nonneg fun _ _ => sq_nonneg _))
```

Q: You have been assuming a diagonalisation. Does the final theorem assume it too?

A: No, the spectral theorem supplies $U$ and the levels. The hypotheses are that $H$ and $F$ are Hermitian and that $F\ne0$. At $t=0$ the line sum gives $\sum_pa_p=C(0)=\operatorname{tr}(F^2)$, which is `h0`. This trace equals $\sum_{j,k}|F_{jk}|^2$, so it is nonzero when $F$ is, which is `htr`. Dividing the previous inequality by $n^2-n+1$ then gives the bound, and the bound makes $L$ positive.

```lean
/-- For Hermitian `H` and nonzero Hermitian `F` on an `n`-dimensional space, the average of `C(t)²`
over `[0, T]` converges to a positive limit of at least `tr(F²)² / (n² - n + 1)`. -/
theorem residual_correlation (hH : H.IsHermitian) (hF : F.IsHermitian) (hF0 : F ≠ 0) :
    ∃ L : ℝ, Tendsto (timeAverage fun t => (correlation H F t).re ^ 2) atTop (𝓝 L) ∧
      0 < L ∧
      (trace (F * F)).re ^ 2 / ((Fintype.card n : ℝ) ^ 2 - Fintype.card n + 1) ≤ L := by
  have hE := hH.spectral_theorem
  rw [Unitary.conjStarAlgAut_apply] at hE
  have hU := hH.eigenvectorUnitary.2
  have hN : 0 < (Fintype.card n : ℝ) ^ 2 - Fintype.card n + 1 := by
    nlinarith [sq_nonneg (2 * (Fintype.card n : ℝ) - 1)]
  have hC0 : correlation H F 0 = trace (F * F) := by simp [correlation, evolution]
  have htr : (trace (F * F)).re ≠ 0 := by
    intro hre
    have hz : trace (Fᴴ * F) = 0 := by
      rw [hF.eq]
      exact Complex.ext hre (hC0 ▸ correlation_im hH hF 0)
    exact hF0 (trace_conjTranspose_mul_self_eq_zero_iff.mp hz)
  -- the intensities add up to the initial signal
  have h0 : (trace (F * F)).re = ∑ p, intensity (hH.eigenvectorUnitary : Matrix n n ℂ) F p := by
    rw [← hC0, correlation_eq_sum hU hE hF, Complex.re_sum]
    simp
  have hb := (div_le_iff₀' hN).mpr (line_bound hH.eigenvalues
    (intensity (hH.eigenvectorUnitary : Matrix n n ℂ) F))
  rw [← h0] at hb
  exact ⟨_, average_sq hH hF hU hE, (div_pos (by positivity) hN).trans_le hb, hb⟩
```

Q: That still doesn't say that $C(t)$ fails to die out.

A: It follows in one line, which I add here by hand and which the code leaves out: if $C(t)$ tended to zero, so would the running average of $C(t)^2$, against $L>0$.

Q: Yet measured free induction decays do vanish into the noise.

A: There is no conflict. The model has a fixed Hamiltonian, no bath and no distribution over different clusters, and the theorem gives no time scale. The bound also shrinks quickly with size. For the normalised signal $C(t)/C(0)$ the mean square is at least $1/(n^2-n+1)$. Ten spins 1/2 have $n=1024$, so this guarantees a root-mean-square residue of only about $10^{-3}$.

Q: Would I ever meet $L$ in a calculation?

A: In a simulation of a finite closed cluster by full diagonalisation, $L$ is the long-time mean of the squared signal, and it can be had without propagating in time. You transform $F$ to the eigenbasis, take squared moduli, add those that share a frequency, square the totals and sum. In floating-point numbers, "share a frequency" means agreement within a chosen tolerance.

Q: Is the bound ever reached?

A: It is for two levels at energies 0 and 1 with $F=\begin{pmatrix}1&1\\1&0\end{pmatrix}$. The frequencies $0$, $1$ and $-1$ each carry total intensity 1, so $C(t)=1+2\cos t$ and $L=3$. Since $\operatorname{tr}(F^2)=3$, the bound is $9/3=3$ as well. The theorem below shows this for $n=2$ and makes no statement about sharpness for larger $n$. Its proof applies `average_sq` with $U=1$, as $H$ is already diagonal, and evaluates the finite sum.

```lean
/-- The bound is attained for two levels at energies 0 and 1 and `F = [[1, 1], [1, 0]]`:
the limit and `tr(F²)² / (2² - 2 + 1)` both equal 3. -/
theorem bound_sharp :
    Tendsto (timeAverage fun t =>
      (correlation !![0, 0; 0, 1] !![1, 1; 1, 0] t).re ^ 2) atTop (𝓝 3) ∧
    (trace (!![1, 1; 1, 0] * !![1, 1; 1, 0] : Matrix (Fin 2) (Fin 2) ℂ)).re ^ 2 /
      ((2 : ℝ) ^ 2 - 2 + 1) = 3 := by
  constructor
  · have hF : (!![1, 1; 1, 0] : Matrix (Fin 2) (Fin 2) ℂ).IsHermitian := by
      ext i j
      fin_cases i <;> fin_cases j <;> simp
    have hH : (!![0, 0; 0, 1] : Matrix (Fin 2) (Fin 2) ℂ).IsHermitian := by
      ext i j
      fin_cases i <;> fin_cases j <;> simp
    have hE : (!![0, 0; 0, 1] : Matrix (Fin 2) (Fin 2) ℂ) =
        1 * diagonal (fun j => ((![0, 1] j : ℝ) : ℂ)) * star 1 := by
      rw [star_one, mul_one, one_mul]
      ext i j
      fin_cases i <;> fin_cases j <;> simp
    convert average_sq hH hF (one_mem (unitaryGroup (Fin 2) ℂ)) hE using 2
    simp only [Fintype.sum_prod_type, Fin.sum_univ_two, intensity, bohr, star_one, one_mul,
      mul_one]
    norm_num
  · rw [trace_fin_two]
    norm_num [Matrix.mul_apply, Fin.sum_univ_two]

end

end FiniteClusterRelaxation
```

```lean
#print axioms FiniteClusterRelaxation.residual_correlation
#print axioms FiniteClusterRelaxation.bound_sharp
```

```
'FiniteClusterRelaxation.residual_correlation' depends on axioms: [propext, Classical.choice, Quot.sound]
'FiniteClusterRelaxation.bound_sharp' depends on axioms: [propext, Classical.choice, Quot.sound]
```
